# A uniform N-point grid gives every product of trigonometric polynomials of degrees A and B its exact Fourier coefficients for |n| ≤ C if and only if N > A + B + C

A plane-wave or pseudospectral code often multiplies two functions by transforming their coefficients to a real-space grid, multiplying point by point and transforming back. The grid must be chosen before this is done. If it is too coarse, high harmonics of the product are added to low ones. For two band-limited factors in one periodic dimension, the theorem below gives the smallest uniform grid that keeps all coefficients with |n| ≤ C exact for a chosen cutoff C, whatever the factors are.

```lean
import Mathlib

open scoped Real

namespace GridConvolution

noncomputable section
```

## Plane waves, samples and coefficients

Length is measured in units of the period, so that the plane wave with integer index k is

w_k(x) = exp(2πikx).

For a cell of length L, x stands for position divided by L, and k for the wave number 2πk/L.

```lean
/-- The plane wave `exp(2πikx)` of period one. -/
def wave (k : ℤ) (x : ℝ) : ℂ := Complex.exp (2 * π * Complex.I * k * x)
```

The two factors are

f(x) = Σ_{|k|≤A} a_k w_k(x),  g(x) = Σ_{|l|≤B} b_l w_l(x).

In Lean the coefficients are functions `ℤ → ℂ`, of which `trigPoly` reads only the values inside the cutoff. "Degree A" therefore means degree at most A. The coefficients are arbitrary complex numbers, so complex orbitals and real potentials are both included.

```lean
/-- The trigonometric polynomial with coefficients `a k` for `|k| ≤ A`. -/
def trigPoly (A : ℕ) (a : ℤ → ℂ) (x : ℝ) : ℂ :=
  ∑ k ∈ Finset.Icc (-(A : ℤ)) A, a k * wave k x
```

For a function F sampled at x_j = j/N, with j = 0, …, N−1, the grid coefficient is

F_N(n) = (1/N) Σ_j F(j/N) w_{−n}(j/N).

The factor 1/N belongs to this transform, and the inverse carries none. The index n is an ordinary integer, although F_N(n) and F_N(n+N) are equal. A different model would treat the samples as a function on the integers modulo N and use the discrete Fourier transform there. Periodicity in n would then be built into the type, and an integer index n would be reduced modulo N before the grid coefficient is compared with the exact one.

```lean
/-- The `n`-th discrete Fourier coefficient of `F` sampled at the points `j / N`. -/
def gridCoeff (N : ℕ) (F : ℝ → ℂ) (n : ℤ) : ℂ :=
  (∑ j ∈ Finset.range N, F ((j : ℝ) / N) * wave (-n) ((j : ℝ) / N)) / N
```

Write [P] for 1 if the statement P holds and 0 otherwise. The convolution coefficient is

c_n = Σ_{|k|≤A} Σ_{|l|≤B} a_k b_l [k + l = n].

```lean
/-- The `n`-th coefficient of the convolution of two band-limited coefficient sequences. -/
def convCoeff (A B : ℕ) (a b : ℤ → ℂ) (n : ℤ) : ℂ :=
  ∑ k ∈ Finset.Icc (-(A : ℤ)) A, ∑ l ∈ Finset.Icc (-(B : ℤ)) B,
    if k + l = n then a k * b l else 0
```

The property required of the grid is (fg)_N(n) = c_n for all coefficients a and b and all |n| ≤ C. The number C is the output cutoff: coefficients beyond it may be wrong, because the calculation discards them.

```lean
/-- The `N`-point grid reproduces the convolution coefficients with `|n| ≤ C` for all
products of trigonometric polynomials of degrees `A` and `B`. -/
def AliasFree (N A B C : ℕ) : Prop :=
  ∀ (a b : ℤ → ℂ) (n : ℤ), |n| ≤ (C : ℤ) →
    gridCoeff N (fun x => trigPoly A a x * trigPoly B b x) n = convCoeff A B a b n
```

A single plane wave of index p has coefficients a_k = [k = p]. Such sequences will serve as counterexamples.

```lean
/-- The coefficient sequence of the single plane wave with index `p`. -/
def mode (p : ℤ) : ℤ → ℂ := fun k => if k = p then 1 else 0
```

## Orthogonality on the grid

Exponents add, so w_{k+l}(x) = w_k(x) w_l(x).

```lean
lemma wave_add (k l : ℤ) (x : ℝ) : wave (k + l) x = wave k x * wave l x := by
  unfold wave
  rw [← Complex.exp_add]
  congr 1
  push_cast
  ring
```

Let N ≥ 1 and r = w_m(1/N) = exp(2πim/N). The samples of w_m form a geometric sequence, w_m(j/N) = r^j. If N divides m, then r = 1 and the average over the grid is N/N = 1. Otherwise r ≠ 1, while r^N = exp(2πim) = 1, and

(1/N) Σ_j r^j = (1/N) (r^N − 1)/(r − 1) = 0.

In the proof, `hpow` is the geometric sequence and `hone` says that r = 1 exactly when N divides m. The latter follows from the fact that exp(z) = 1 if and only if z = 2πiq for some integer q. The last case uses `geom_sum_eq`.

```lean
/-- The average of a plane wave over the grid is one if `N` divides its index and zero
otherwise. -/
theorem grid_orthogonality (N : ℕ) (hN : 0 < N) (m : ℤ) :
    (∑ j ∈ Finset.range N, wave m ((j : ℝ) / N)) / N = if (N : ℤ) ∣ m then 1 else 0 := by
  have hN' : (N : ℂ) ≠ 0 := by exact_mod_cast hN.ne'
  -- the samples form a geometric sequence
  have hpow : ∀ j : ℕ, wave m ((j : ℝ) / N) = wave m (1 / N) ^ j := by
    intro j
    unfold wave
    rw [← Complex.exp_nat_mul]
    congr 1
    push_cast
    ring
  have hone : wave m (1 / N) = 1 ↔ (N : ℤ) ∣ m := by
    unfold wave
    rw [Complex.exp_eq_one_iff]
    constructor
    · rintro ⟨q, hq⟩
      refine ⟨q, ?_⟩
      have h : (m : ℂ) = N * q := by
        apply mul_left_cancel₀ Complex.two_pi_I_ne_zero
        push_cast at hq
        linear_combination (N : ℂ) * hq
          - (2 * π * Complex.I * m) * mul_one_div_cancel hN'
      exact_mod_cast h
    · rintro ⟨q, hq⟩
      refine ⟨q, ?_⟩
      rw [hq]
      push_cast
      linear_combination (2 * π * Complex.I * q) * mul_one_div_cancel hN'
  rw [Finset.sum_congr rfl (fun j _ => hpow j)]
  split_ifs with h
  · rw [hone.mpr h]
    simp [hN.ne']
  · have hz : wave m (1 / N) ≠ 1 := fun e => h (hone.mp e)
    have hzN : wave m (1 / N) ^ N = 1 := by
      rw [← hpow]
      unfold wave
      rw [Complex.exp_eq_one_iff]
      refine ⟨m, ?_⟩
      push_cast
      rw [div_self hN']
      ring
    rw [geom_sum_eq hz, hzN]
    simp
```

## Exact and sampled coefficients of the product

Multiplying out the two sums and combining the exponentials gives

f(x) g(x) w_{−n}(x) = Σ_k Σ_l a_k b_l w_{k+l−n}(x).

```lean
lemma product_expansion (A B : ℕ) (a b : ℤ → ℂ) (n : ℤ) (x : ℝ) :
    trigPoly A a x * trigPoly B b x * wave (-n) x =
      ∑ k ∈ Finset.Icc (-(A : ℤ)) A, ∑ l ∈ Finset.Icc (-(B : ℤ)) B,
        a k * b l * wave (k + l - n) x := by
  unfold trigPoly
  rw [Finset.sum_mul_sum, Finset.sum_mul]
  refine Finset.sum_congr rfl fun k _ => ?_
  rw [Finset.sum_mul]
  refine Finset.sum_congr rfl fun l _ => ?_
  rw [sub_eq_add_neg, wave_add, wave_add]
  ring
```

Integrate this over one period. For m = 0 the integral of w_m is 1, and for m ≠ 0 it is

∫₀¹ w_m(x) dx = (exp(2πim) − 1)/(2πim) = 0.

Only the terms with k + l = n remain, so

∫₀¹ f(x) g(x) w_{−n}(x) dx = c_n.

The convolution coefficient is thus the usual Fourier coefficient of the product. In Lean, `hint` is the orthogonality relation, and the continuity statements allow the integral to be taken term by term.

```lean
/-- The Fourier integral of the product over one period is the convolution coefficient. -/
theorem integral_eq_convCoeff (A B : ℕ) (a b : ℤ → ℂ) (n : ℤ) :
    ∫ x in (0 : ℝ)..1, trigPoly A a x * trigPoly B b x * wave (-n) x =
      convCoeff A B a b n := by
  have hw : ∀ m, Continuous (wave m) := by
    intro m
    unfold wave
    fun_prop
  -- orthogonality of plane waves over one period
  have hint : ∀ m : ℤ, ∫ x in (0 : ℝ)..1, wave m x = if m = 0 then 1 else 0 := by
    intro m
    split_ifs with h
    · simp [wave, h]
    · have hc : 2 * π * Complex.I * m ≠ 0 :=
        mul_ne_zero Complex.two_pi_I_ne_zero (by exact_mod_cast h)
      have he : Complex.exp (2 * π * Complex.I * m) = 1 :=
        Complex.exp_eq_one_iff.mpr ⟨m, by ring⟩
      unfold wave
      rw [integral_exp_mul_complex hc, Complex.ofReal_one, Complex.ofReal_zero, mul_one,
        mul_zero, Complex.exp_zero, he, sub_self, zero_div]
  simp only [product_expansion]
  have hterm : ∀ k l : ℤ, Continuous (fun x : ℝ => a k * b l * wave (k + l - n) x) :=
    fun k l => continuous_const.mul (hw _)
  have hsum : ∀ k : ℤ, Continuous (fun x : ℝ =>
      ∑ l ∈ Finset.Icc (-(B : ℤ)) B, a k * b l * wave (k + l - n) x) :=
    fun k => continuous_finsetSum _ fun l _ => hterm k l
  rw [intervalIntegral.integral_finsetSum]
  swap
  · intro k _
    exact (hsum k).intervalIntegrable _ _
  refine Finset.sum_congr rfl fun k _ => ?_
  rw [intervalIntegral.integral_finsetSum]
  swap
  · intro l _
    exact (hterm k l).intervalIntegrable _ _
  refine Finset.sum_congr rfl fun l _ => ?_
  rw [intervalIntegral.integral_const_mul, hint]
  by_cases e : k + l = n
  · rw [if_pos (sub_eq_zero.mpr e), if_pos e, mul_one]
  · rw [if_neg (fun h => e (sub_eq_zero.mp h)), if_neg e, mul_zero]
```

Now average the same expansion over the grid instead. Grid orthogonality replaces the condition k + l − n = 0 by divisibility:

(fg)_N(n) = Σ_k Σ_l a_k b_l [N divides k + l − n].

This is aliasing: the grid cannot distinguish total indices that differ by a multiple of N. The proof exchanges the order of the finite sums and applies `grid_orthogonality` to each pair (k, l).

```lean
/-- Aliasing formula: the grid coefficient collects all pairs of plane waves whose total
index agrees with `n` modulo `N`. -/
theorem aliasing_formula (N : ℕ) (hN : 0 < N) (A B : ℕ) (a b : ℤ → ℂ) (n : ℤ) :
    gridCoeff N (fun x => trigPoly A a x * trigPoly B b x) n =
      ∑ k ∈ Finset.Icc (-(A : ℤ)) A, ∑ l ∈ Finset.Icc (-(B : ℤ)) B,
        if (N : ℤ) ∣ k + l - n then a k * b l else 0 := by
  unfold gridCoeff
  simp only [product_expansion]
  rw [Finset.sum_comm, Finset.sum_div]
  refine Finset.sum_congr rfl fun k _ => ?_
  rw [Finset.sum_comm, Finset.sum_div]
  refine Finset.sum_congr rfl fun l _ => ?_
  rw [← Finset.mul_sum, mul_div_assoc, grid_orthogonality N hN]
  split_ifs <;> simp
```

## A sufficient number of points

Suppose N > A + B + C and |n| ≤ C. For every pair in the sum,

|k + l − n| ≤ A + B + C < N.

The only multiple of N strictly between −N and N is 0. Divisibility therefore forces k + l = n, and the aliasing formula becomes the convolution sum term by term. The statement `key` contains this argument, split according to the sign of k + l − n. A nonzero multiple of N would have absolute value at least N, which contradicts the bound.

```lean
/-- If `N > A + B + C`, the grid coefficient of the product equals the convolution
coefficient for every `|n| ≤ C`. -/
theorem gridCoeff_eq_convCoeff {N A B C : ℕ} (h : A + B + C < N) (a b : ℤ → ℂ) {n : ℤ}
    (hn : |n| ≤ (C : ℤ)) :
    gridCoeff N (fun x => trigPoly A a x * trigPoly B b x) n = convCoeff A B a b n := by
  rw [aliasing_formula N (by omega)]
  unfold convCoeff
  refine Finset.sum_congr rfl fun k hk => Finset.sum_congr rfl fun l hl => ?_
  rw [Finset.mem_Icc] at hk hl
  rw [abs_le] at hn
  -- the index mismatch is smaller than N, so N divides it only if it vanishes
  have key : (N : ℤ) ∣ k + l - n ↔ k + l = n := by
    constructor
    · intro hd
      rcases lt_trichotomy (k + l - n) 0 with h0 | h0 | h0
      · have := Int.le_of_dvd (by omega : 0 < -(k + l - n)) ((dvd_neg).mpr hd)
        omega
      · omega
      · have := Int.le_of_dvd h0 hd
        omega
    · intro e
      exact ⟨0, by rw [e]; ring⟩
  by_cases e : k + l = n
  · rw [if_pos (key.mpr e), if_pos e]
  · rw [if_neg (fun hd => e (key.mp hd)), if_neg e]
```

## Plane waves that fail on a smaller grid

For the converse, take f = w_p and g = w_q with |p| ≤ A and |q| ≤ B. Any double sum restricted by a condition P on k + l then reduces to its single term k = p, l = q:

Σ_k Σ_l [k = p] [l = q] [P(k + l)] = [P(p + q)].

```lean
lemma sum_modes {A B : ℕ} {p q : ℤ} (hp : p ∈ Finset.Icc (-(A : ℤ)) A)
    (hq : q ∈ Finset.Icc (-(B : ℤ)) B) (P : ℤ → Prop) [DecidablePred P] :
    (∑ k ∈ Finset.Icc (-(A : ℤ)) A, ∑ l ∈ Finset.Icc (-(B : ℤ)) B,
      if P (k + l) then mode p k * mode q l else 0) = if P (p + q) then 1 else 0 := by
  refine (Finset.sum_eq_single_of_mem p hp fun k _ hk => ?_).trans
    ((Finset.sum_eq_single_of_mem q hq fun l _ hl => ?_).trans ?_)
  · simp [mode, hk]
  · simp [mode, hl]
  · simp [mode]
```

Let p + q − n = N with N ≥ 1. Then N divides p + q − n, so the grid coefficient at n is 1. Since p + q ≠ n, the exact coefficient is 0. The proof uses the preceding lemma twice, once with the divisibility condition and once with equality.

This also shows what goes wrong without the restriction |n| ≤ C. Take A = B = 1, C = 0 and N = 3, so that N > A + B + C holds. With p = q = 1, the product is w_2, which has the same three samples as w_{−1}. At n = −1, outside the allowed range, the grid reports 1 where the exact coefficient is 0.

```lean
/-- For `N ≥ 1`, two plane waves within the cutoffs `A` and `B` whose indices `p`, `q` satisfy `p +
q = n + N` give grid coefficient one at `n`, where the convolution coefficient is zero. -/
theorem aliased_pair {N A B : ℕ} (hN : 0 < N) {p q n : ℤ}
    (hp : p ∈ Finset.Icc (-(A : ℤ)) A) (hq : q ∈ Finset.Icc (-(B : ℤ)) B)
    (h : p + q - n = N) :
    gridCoeff N (fun x => trigPoly A (mode p) x * trigPoly B (mode q) x) n = 1 ∧
      convCoeff A B (mode p) (mode q) n = 0 := by
  constructor
  · rw [aliasing_formula N hN]
    exact (sum_modes hp hq (fun d => (N : ℤ) ∣ d - n)).trans
      (if_pos (show (N : ℤ) ∣ p + q - n from ⟨1, by omega⟩))
  · unfold convCoeff
    exact (sum_modes hp hq (fun d => d = n)).trans (if_neg (show ¬ (p + q = n) by omega))
```

At the threshold N = A + B + C ≥ 1, choose p = A, q = B and n = −C. Then p + q − n = N, and the error appears at the edge of the output range. For example, the case A = 1, B = C = 0 has one grid point, at x = 0, where w_1 looks like the constant 1.

```lean
/-- On the grid with `N = A + B + C ≥ 1` points, the plane waves with indices `A` and `B`
give grid coefficient one at `n = -C`, where the convolution coefficient is zero. -/
theorem fails_at_threshold (A B C : ℕ) (h : 0 < A + B + C) :
    gridCoeff (A + B + C) (fun x => trigPoly A (mode A) x * trigPoly B (mode B) x) (-C) = 1 ∧
      convCoeff A B (mode A) (mode B) (-C) = 0 :=
  aliased_pair h (Finset.mem_Icc.mpr (by omega)) (Finset.mem_Icc.mpr (by omega))
    (by push_cast; ring)
```

For any N with 1 ≤ N ≤ A + B + C, a failing pair is obtained from

p = min(A, N),  q = min(B, N − p),  n = p + q − N.

Here p and q use up as much of N as their cutoffs allow, and −n is the remainder, which lies between 0 and C. For N = 0 there are no samples; Lean evaluates the grid coefficient as 0, whereas the product of two constants 1 has coefficient 1 at n = 0. Together with the sufficient condition this proves the equivalence. It concerns all pairs of factors at once, and a particular pair may be exact on a smaller grid.

```lean
/-- The grid is free of aliasing for degrees `A`, `B` and output range `|n| ≤ C` exactly
when `N > A + B + C`. -/
theorem aliasFree_iff (N A B C : ℕ) : AliasFree N A B C ↔ A + B + C < N := by
  constructor
  · intro H
    by_contra hlt
    rcases Nat.eq_zero_or_pos N with h0 | hN
    · -- the empty grid misses the product of two constants
      subst h0
      have h := H (mode 0) (mode 0) 0 (by simp)
      have h1 : convCoeff A B (mode 0) (mode 0) 0 = 1 :=
        (sum_modes (Finset.mem_Icc.mpr (by omega)) (Finset.mem_Icc.mpr (by omega))
          (fun d => d = 0)).trans (if_pos (show (0 : ℤ) + 0 = 0 by norm_num))
      rw [h1] at h
      simp [gridCoeff] at h
    · -- a grid that is too small admits an index mismatch of exactly N
      obtain ⟨p, q, n, hp, hq, hn, h⟩ : ∃ p q n : ℤ, (-(A : ℤ) ≤ p ∧ p ≤ A) ∧
          (-(B : ℤ) ≤ q ∧ q ≤ B) ∧ |n| ≤ (C : ℤ) ∧ p + q - n = N :=
        ⟨min (A : ℤ) N, min (B : ℤ) (N - min (A : ℤ) N),
          min (A : ℤ) N + min (B : ℤ) (N - min (A : ℤ) N) - N,
          by omega, by omega, by rw [abs_le]; omega, by omega⟩
      have hpair := aliased_pair hN (Finset.mem_Icc.mpr hp) (Finset.mem_Icc.mpr hq) h
      have e := H (mode p) (mode q) n hn
      rw [hpair.1, hpair.2] at e
      exact one_ne_zero e
  · intro h a b n hn
    exact gridCoeff_eq_convCoeff h a b hn
```

## The three-halves and factor-two rules

If both factors have degree M and the product is cut back to |n| ≤ M, then A = B = C = M and the condition is N > 3M. The smallest grid has 3M + 1 points for 2M + 1 retained modes, a ratio that approaches 3/2 for large M. This is the situation for a quadratic term in a one-dimensional pseudospectral simulation.

```lean
/-- Three-halves rule: for two factors of degree `M`, the coefficients with `|n| ≤ M` are
always exact if and only if `N > 3M`. -/
theorem three_halves_rule (N M : ℕ) : AliasFree N M M M ↔ 3 * M < N := by
  rw [aliasFree_iff]
  omega
```

If every coefficient of the product is wanted, then C = 2M and the condition is N > 4M. The smallest grid has 4M + 1 points for the 2M + 1 modes of each factor, a ratio that approaches 2 for large M. In a one-dimensional plane-wave model this covers the density ψ*ψ of an orbital with cutoff M, since complex conjugation leaves the degree unchanged.

```lean
/-- Factor-two rule: for two factors of degree `M`, the coefficients with `|n| ≤ 2M` are
always exact if and only if `N > 4M`. -/
theorem factor_two_rule (N M : ℕ) : AliasFree N M M (2 * M) ↔ 4 * M < N := by
  rw [aliasFree_iff]
  omega

end

end GridConvolution
```

The equivalences are for exact arithmetic and products of two factors with finite cutoffs. They give no bound on rounding errors, and they do not cover functions such as a fractional power of the density.

```lean
#print axioms GridConvolution.gridCoeff_eq_convCoeff
-- 'GridConvolution.gridCoeff_eq_convCoeff' depends on axioms: [propext, Classical.choice, Quot.sound]
#print axioms GridConvolution.fails_at_threshold
-- 'GridConvolution.fails_at_threshold' depends on axioms: [propext, Classical.choice, Quot.sound]
#print axioms GridConvolution.three_halves_rule
-- 'GridConvolution.three_halves_rule' depends on axioms: [propext, Classical.choice, Quot.sound]
#print axioms GridConvolution.factor_two_rule
-- 'GridConvolution.factor_two_rule' depends on axioms: [propext, Classical.choice, Quot.sound]
```
